# Skipping the empty lines of a doubled grid: 7N² instead of 12N² line transforms in three dimensions

One way to solve the Poisson equation of an isolated charge with Fourier transforms is to place the density in a block of N^d grid points, pad it with zeros to (2N)^d and convolve it there with a Coulomb kernel for open boundaries. With that kernel, the padding keeps periodic images from contaminating the potential in the block. If the forward transform of the padded density treats every grid line along every axis, much of the work is spent on zeros: in three dimensions, at least 5 of every 12 lines are empty when their turn comes. A program that decides what to skip from the original zeros alone errs in the other direction. From the second axis on, it discards lines that the earlier transforms have filled.

The right lines to keep are those that meet the block as extended by the earlier transforms. For N ≥ 1 and d ≥ 1 their number, summed over all axes, is

(2^d − 1) N^(d−1), compared with d (2N)^(d−1) for all lines,

and for zero-padded data the transformed field is the same. In electronic-structure codes this applies to the Hartree potential of a finite system, for the forward transform of a density padded by a factor of two along each axis.

## How the filled block grows, axis by axis

Number the axes a = 0, …, d−1. A grid point x has coordinates x_i between 0 and 2N−1, one for each axis i. The transform of a field f along axis a is

(F_a f)(x) = Σ_j exp(−2π I x_a j / (2N)) f(x with x_a replaced by j),

where j runs from 0 to 2N−1 and I is the imaginary unit. After this step the coordinate on axis a labels a wave number instead of a position.

Let B_k be the set of points with x_i < N for every axis i ≥ k. Then B_0 is the original block and B_d is the whole grid. Suppose that f vanishes outside B_a, and take a point x outside B_(a+1). Some axis i ≥ a+1 has x_i ≥ N. Replacing x_a by j leaves x_i alone, so every point in the sum lies outside B_a and every term is zero. Hence F_a f vanishes outside B_(a+1). Starting from padded data, which vanish outside B_0, the field before the transform along axis a vanishes outside B_a.

Call a line along axis a active if it meets B_a. An inactive line holds only zeros, and its transform is zero, so writing zeros there without computing anything gives the same field.

To count the active lines, label a line along axis a by its d−1 fixed coordinates. If it meets B_a, its coordinates on the later axes i > a are below N. Conversely, if they are, the point with x_a = 0 lies in B_a, because N ≥ 1. Each of the a earlier axes therefore offers 2N values and each of the d−1−a later axes offers N:

(2N)^a N^(d−1−a) = 2^a N^(d−1).

Summing over the axes gives

(1 + 2 + … + 2^(d−1)) N^(d−1) = (2^d − 1) N^(d−1).

Without pruning, each of the d axes has (2N)^(d−1) lines. For d = 3 the pruned count is N² + 2N² + 4N² = 7N², and the full count is 3 · 4N² = 12N². For d = 1 both counts are 1 and nothing is saved.

The agreement of the two transforms does not extend to every field on the grid. Take d = 2 and N = 1, and put a unit charge at (0, 1), outside the one-point block. The line along axis 0 that carries it has x_1 = 1, so it is inactive and is overwritten with zeros. The pruned result is zero everywhere, while the full transform has the values 1 and −1.

The same counting works for another padding factor. If the block is padded to (mN)^d with an integer m ≥ 1, the earlier axes offer mN values each, and the total becomes (1 + m + … + m^(d−1)) N^(d−1), compared with d (mN)^(d−1). The Lean development below fixes m = 2.

## The doubled grid and its lines in Lean

```lean
import Mathlib

open Finset

namespace PaddedPoissonFFT

noncomputable section

variable {d N : ℕ}
```

The dimension `d` and the block size `N` are arbitrary natural numbers; theorems that need N ≥ 1 say so through `hN : 0 < N`.

```lean
/-- Points of the doubled grid with `2N` points along each of `d` axes. -/
abbrev Grid (d N : ℕ) := Fin d → Fin (2 * N)
```

A grid point assigns to each axis a number below 2N. The same type serves for positions and for wave numbers.

```lean
/-- A grid line along axis `a`, labelled by its coordinates on the other axes. -/
abbrev Line (N : ℕ) (a : Fin d) := {i : Fin d // i ≠ a} → Fin (2 * N)
```

A line along axis `a` is given by its coordinates on all axes other than `a`, so distinct labels are distinct lines.

```lean
/-- The point with coordinate `j` on a line along axis `a`. -/
def point (a : Fin d) (l : Line N a) (j : Fin (2 * N)) : Grid d N :=
  fun i => if h : i = a then j else l ⟨i, h⟩

/-- The line along axis `a` through the grid point `x`. -/
def lineThrough (a : Fin d) (x : Grid d N) : Line N a := fun i => x i.1
```

These two functions pass between points and lines. Combined as `point a (lineThrough a x) j`, they give the point x with its coordinate on axis `a` replaced by `j`.

```lean
/-- The block filled once the axes before `k` are transformed: the coordinates on
all remaining axes lie below `N`. -/
def Filled (k : ℕ) (x : Grid d N) : Prop :=
  ∀ i : Fin d, k ≤ (i : ℕ) → (x i : ℕ) < N
```

`Filled k x` says that x lies in B_k.

```lean
/-- The field `f` vanishes at every grid point that does not satisfy `Filled k`. -/
def SupportedIn (k : ℕ) (f : Grid d N → ℂ) : Prop := ∀ x, ¬ Filled k x → f x = 0
```

`SupportedIn k f` says that f vanishes outside B_k. In particular, `SupportedIn 0 f` is the zero-padding condition: the density occupies only the original block.

```lean
open scoped Classical in
/-- The lines along axis `a` that meet the block filled by the earlier transforms. -/
def activeLines (N : ℕ) (a : Fin d) : Finset (Line N a) :=
  univ.filter fun l => ∃ j, Filled (a : ℕ) (point a l j)
```

Activity is decided by where a line runs and not by the values on it. A particular density may leave some active lines empty too, and they are still counted.

```lean
/-- The discrete Fourier transform of length `2N` on every line along axis `a`,
for `N ≥ 1`. -/
def axisDFT (a : Fin d) (f : Grid d N → ℂ) (x : Grid d N) : ℂ :=
  ∑ j : Fin (2 * N),
    Complex.exp (-2 * Real.pi * Complex.I * ((x a : ℕ) : ℂ) * ((j : ℕ) : ℂ) / (2 * (N : ℂ))) *
      f (point a (lineThrough a x) j)
```

This is F_a, with a minus sign in the exponent and no normalisation factor.

```lean
open scoped Classical in
/-- The pruned transform along axis `a`: active lines are transformed, all others
are set to zero. -/
def prunedDFT (a : Fin d) (f : Grid d N → ℂ) (x : Grid d N) : ℂ :=
  if lineThrough a x ∈ activeLines N a then axisDFT a f x else 0
```

The pruned transform keeps the Fourier sum on active lines and writes zero on the others.

```lean
/-- The field after the first `k` axes have been treated in turn by `step`. -/
def sweep (step : Fin d → (Grid d N → ℂ) → Grid d N → ℂ) (f : Grid d N → ℂ) :
    ℕ → Grid d N → ℂ
  | 0 => f
  | k + 1 => if h : k < d then step ⟨k, h⟩ (sweep step f k) else sweep step f k
```

`sweep` applies a chosen transform to axes 0, 1, 2, … in turn. With `prunedDFT` or `axisDFT` as `step`, the value at `d` is the pruned or the full forward transform.

## Counting the active lines

```lean
/-- For `N ≥ 1`, a line along axis `a` is active exactly when its coordinates on all
later axes lie below `N`. -/
theorem mem_activeLines (hN : 0 < N) {a : Fin d} {l : Line N a} :
    l ∈ activeLines N a ↔ ∀ i : {i : Fin d // i ≠ a}, a < i.1 → (l i : ℕ) < N := by
  simp only [activeLines, mem_filter, mem_univ, true_and]
  constructor
  · rintro ⟨j, hj⟩ i hi
    have h := hj i.1 (Fin.lt_def.mp hi).le
    simp only [point, dif_neg i.2] at h
    exact h
  · intro h
    refine ⟨⟨0, by omega⟩, fun i hi => ?_⟩
    by_cases hia : i = a
    · simp only [point, dif_pos hia]
      exact hN
    · simp only [point, dif_neg hia]
      exact h ⟨i, hia⟩ (lt_of_le_of_ne (Fin.le_def.mpr hi) (Ne.symm hia))
```

This is the criterion on the later coordinates. In the forward direction, a filled point on the line is given, and its bound is read off at each later axis. In the other direction, the proof supplies the point with coordinate 0 and checks axis `a` and the later axes separately; `hN` is what puts 0 below N.

```lean
/-- For `N ≥ 1`, axis `a` (counted from zero) has `2^a N^(d-1)` active lines. -/
theorem card_activeLines (hN : 0 < N) (a : Fin d) :
    (activeLines N a).card = 2 ^ (a : ℕ) * N ^ (d - 1) := by
  have hhalf : (univ.filter fun j : Fin (2 * N) => (j : ℕ) < N).card = N := by
    have h : (univ.filter fun j : Fin (2 * N) => (j : ℕ) < N) =
        univ.image (Fin.castLE (by omega : N ≤ 2 * N)) := by
      ext j
      simp only [mem_filter, mem_univ, true_and, mem_image]
      constructor
      · intro hj
        exact ⟨⟨j, hj⟩, rfl⟩
      · rintro ⟨i, rfl⟩
        exact i.2
    rw [h, card_image_of_injective _ (Fin.castLE_injective _), card_univ, Fintype.card_fin]
  -- earlier axes offer 2N coordinates, later axes only N
  have hset : activeLines N a = Fintype.piFinset (fun i : {i : Fin d // i ≠ a} =>
      if i.1 < a then univ else univ.filter fun j : Fin (2 * N) => (j : ℕ) < N) := by
    ext l
    rw [mem_activeLines hN, Fintype.mem_piFinset]
    refine forall_congr' fun i => ?_
    rcases lt_or_gt_of_ne i.2 with h | h
    · simp [h, lt_asymm h]
    · simp [h, lt_asymm h]
  have hcard : ∀ i : {i : Fin d // i ≠ a},
      (if i.1 < a then univ else univ.filter fun j : Fin (2 * N) => (j : ℕ) < N).card =
        N * (if i.1 < a then 2 else 1) := by
    intro i
    split_ifs
    · rw [card_univ, Fintype.card_fin, mul_comm]
    · rw [hhalf, mul_one]
  -- each earlier axis contributes one factor of two
  have hpow : ∏ i : {i : Fin d // i ≠ a}, (if i.1 < a then 2 else 1) = 2 ^ (a : ℕ) := by
    have h1 : ∏ i ∈ univ.erase a, (if i < a then 2 else 1) =
        ∏ i : {i : Fin d // i ≠ a}, (if i.1 < a then 2 else 1) :=
      prod_subtype (univ.erase a) (by simp) (fun i : Fin d => if i < a then 2 else 1)
    have h2 := prod_erase (univ : Finset (Fin d))
      (f := fun i : Fin d => if i < a then 2 else 1) (a := a) (by simp)
    refine (h1.symm.trans h2).trans ?_
    have hI : (univ.filter fun i : Fin d => i < a) = Iio a := by
      ext i
      simp
    simp only [prod_ite, prod_const, one_pow, mul_one, hI, Fin.card_Iio]
  rw [hset, Fintype.card_piFinset, prod_congr rfl fun i _ => hcard i, prod_mul_distrib,
    hpow, prod_const, card_univ, Fintype.card_subtype, filter_ne',
    card_erase_of_mem (mem_univ a), card_univ, Fintype.card_fin, mul_comm]
```

The criterion turns the set of active lines into a product of coordinate sets, which is `hset`: everything on an earlier axis, the lower half on a later one. `hhalf` counts the lower half as N. Where the calculation by hand multiplied (2N)^a by N^(d−1−a), `hcard` takes a factor N out of every axis and leaves 2 for an earlier axis and 1 for a later one. `hpow` collects the twos into 2^a, and the d−1 remaining factors give N^(d−1).

```lean
/-- For `N ≥ 1`, the pruned sweep over all axes needs `(2^d - 1) N^(d-1)` line
transforms. -/
theorem pruned_line_count (hN : 0 < N) :
    ∑ a : Fin d, (activeLines N a).card = (2 ^ d - 1) * N ^ (d - 1) := by
  have hg : ∀ n : ℕ, ∑ k ∈ range n, 2 ^ k + 1 = 2 ^ n := by
    intro n
    induction n with
    | zero => simp
    | succ n ih => rw [sum_range_succ, pow_succ]; omega
  rw [sum_congr rfl fun a _ => card_activeLines hN a, ← sum_mul,
    Fin.sum_univ_eq_sum_range (fun k => 2 ^ k) d, Nat.eq_sub_of_add_eq (hg d)]
```

The geometric sum is proved by induction in the form "sum plus one equals 2^n", which avoids subtraction of natural numbers until the last step. The theorem also admits d = 0, where there are no axes and both sides are zero.

```lean
/-- Without pruning, the sweep needs `d (2N)^(d-1)` line transforms. -/
theorem full_line_count :
    ∑ a : Fin d, Fintype.card (Line N a) = d * (2 * N) ^ (d - 1) := by
  have h : ∀ a : Fin d, Fintype.card (Line N a) = (2 * N) ^ (d - 1) := by
    intro a
    rw [Fintype.card_fun, Fintype.card_fin, Fintype.card_subtype, filter_ne',
      card_erase_of_mem (mem_univ a), card_univ, Fintype.card_fin]
  rw [sum_congr rfl fun a _ => h a, sum_const, card_univ, Fintype.card_fin, smul_eq_mul]
```

Every line label is a free choice of d−1 coordinates from 2N values, and the sum over axes multiplies their number by d.

```lean
/-- In three dimensions with `N ≥ 1`, the counts are `7N²` with pruning and `12N²`
without. -/
theorem three_dimensional_counts (hN : 0 < N) :
    ∑ a : Fin 3, (activeLines N a).card = 7 * N ^ 2 ∧
      ∑ a : Fin 3, Fintype.card (Line N a) = 12 * N ^ 2 := by
  constructor
  · rw [pruned_line_count hN]
    norm_num
  · rw [full_line_count]
    show 3 * (2 * N) ^ 2 = 12 * N ^ 2
    ring
```

The three-dimensional figures follow by setting d = 3 in the two general counts.

These numbers are sizes of sets of lines. They translate into computing time only as far as each line transform of length 2N costs the same; memory traffic and the handling of zeros within an active line do not enter.

## Why the skipped lines leave the field unchanged

```lean
/-- If the data vanish outside the block filled before axis `a`, their transform along
`a` vanishes outside the next filled block. -/
theorem axisDFT_support (a : Fin d) {f : Grid d N → ℂ} (hf : SupportedIn (a : ℕ) f) :
    SupportedIn ((a : ℕ) + 1) (axisDFT a f) := by
  intro x hx
  unfold axisDFT
  refine sum_eq_zero fun j _ => ?_
  have h0 : f (point a (lineThrough a x) j) = 0 := by
    refine hf _ fun h => hx fun i hi => ?_
    have hia : i ≠ a := by
      intro e
      rw [e] at hi
      omega
    have h1 := h i (by omega)
    simp only [point, lineThrough, dif_neg hia] at h1
    exact h1
  rw [h0, mul_zero]
```

This is the step from B_a to B_(a+1). The proof shows that each term of the Fourier sum vanishes: if the point on the line were in B_a, all coordinates of x on axes after `a` would be below N, and x would lie in B_(a+1), contrary to assumption. The exponential factor is never evaluated, since it only multiplies zeros.

```lean
/-- If the data vanish outside the block filled before axis `a`, the pruned and the
full transform along `a` agree. -/
theorem prunedDFT_eq (a : Fin d) {f : Grid d N → ℂ} (hf : SupportedIn (a : ℕ) f) :
    prunedDFT a f = axisDFT a f := by
  funext x
  unfold prunedDFT
  split_ifs with hx
  · rfl
  · -- a skipped line carries only zeros
    symm
    unfold axisDFT
    refine sum_eq_zero fun j _ => ?_
    have h0 : f (point a (lineThrough a x) j) = 0 := by
      refine hf _ fun hj => hx ?_
      simp only [activeLines, mem_filter, mem_univ, true_and]
      exact ⟨j, hj⟩
    rw [h0, mul_zero]
```

For a single axis, the two transforms are compared point by point. On an active line they agree by definition. On an inactive line no point is filled, so the hypothesis on f makes every term of the full sum zero, which is the value that the pruned transform writes.

```lean
/-- For data that vanish outside the original block, the pruned sweep over all axes
gives the same field as the full sweep. -/
theorem pruned_sweep_eq {f : Grid d N → ℂ} (hf : SupportedIn 0 f) :
    sweep prunedDFT f d = sweep axisDFT f d := by
  have key : ∀ k : ℕ, k ≤ d → sweep prunedDFT f k = sweep axisDFT f k ∧
      SupportedIn k (sweep axisDFT f k) := by
    intro k
    induction k with
    | zero => exact fun _ => ⟨rfl, hf⟩
    | succ k ih =>
      intro hk
      have hkd : k < d := by omega
      obtain ⟨h1, h2⟩ := ih (by omega)
      simp only [sweep, dif_pos hkd, h1]
      exact ⟨prunedDFT_eq ⟨k, hkd⟩ h2, axisDFT_support ⟨k, hkd⟩ h2⟩
  exact (key d le_rfl).1

end

end PaddedPoissonFFT
```

The induction carries two statements together: after k axes the two sweeps agree, and their common field vanishes outside B_k. The second supplies the hypothesis that `prunedDFT_eq` needs for the next axis, and `axisDFT_support` restores it afterwards. At k = d the first statement is the theorem.

The equality is between fields of complex numbers, without rounding, and it concerns the forward transform. The multiplication by the transformed Coulomb kernel and the inverse transform, which complete a Poisson solver, do not appear in the model.

```lean
#print axioms PaddedPoissonFFT.three_dimensional_counts
-- 'PaddedPoissonFFT.three_dimensional_counts' depends on axioms: [propext, Classical.choice, Quot.sound]
#print axioms PaddedPoissonFFT.pruned_sweep_eq
-- 'PaddedPoissonFFT.pruned_sweep_eq' depends on axioms: [propext, Classical.choice, Quot.sound]
```
